# Two-sided bound on the force-theorem error for a positive semidefinite interaction

A calculation of magnetic anisotropy can converge the density for one configuration, freeze the resulting potential, add the term that changes the configuration, and diagonalise only once more. The change of the band energy then stands in for the change of the total energy. For a finite mean-field model whose interaction is quadratic and positive semidefinite, the change of the lowest total energy minus the change of the band energy is never negative, and it is at most the interaction energy of the density change found in that single extra step. The condition on the interaction excludes the Hubbard mean-field term often used for spontaneous magnetism, as shown below.

## Densities, energies and the frozen potential

A density $p$ is a real vector on a finite index set, and $K$ is the set of admissible densities. The entries of $p$ can be site occupations or, more generally, real coordinates of a one-particle density matrix. In the second reading hopping and spin-orbit coupling are linear in $p$, and $K$ encodes the occupation limits and the particle number.

```lean
import Mathlib

open Matrix

namespace MagneticForceTheorem

noncomputable section

variable {n : Type*} [Fintype n]
```

With $\langle a,b\rangle$ for the dot product, a matrix $W$ gives the interaction energy $I(d)=\tfrac12\langle d,Wd\rangle$.

```lean
/-- The interaction energy `⟨d, W d⟩ / 2` of a density `d`. -/
def interactionEnergy (W : Matrix n n ℝ) (d : n → ℝ) : ℝ := (d ⬝ᵥ W *ᵥ d) / 2
```

In a fixed potential $f$ the band energy is $\langle f,p\rangle$.

```lean
/-- The band energy of the density `p` in a fixed potential `f`. -/
def bandEnergy (f p : n → ℝ) : ℝ := f ⬝ᵥ p
```

The total energy in the external potential $h+v$ is $E_v(p)=\langle h+v,p\rangle+I(p)$. Here $h$ is the unperturbed one-particle part and $v$ is the change of configuration, which does not depend on the density and may have any size.

```lean
/-- The total energy of the density `p` in the external potential `h + v`,
with interaction `W`. -/
def totalEnergy (h : n → ℝ) (W : Matrix n n ℝ) (v p : n → ℝ) : ℝ :=
  (h + v) ⬝ᵥ p + interactionEnergy W p
```

Lowest energies are infima over $K$.

```lean
/-- The lowest value (infimum) of an energy `f` over the admissible densities `K`,
for `K` nonempty and `f` bounded below on `K`. -/
def lowest (f : (n → ℝ) → ℝ) (K : Set (n → ℝ)) : ℝ := sInf (f '' K)
```

Let $p_0$ be the reference density and $f_v=h+Wp_0+v$ the frozen potential with the perturbation added. Write $B_v=\inf_{p\in K}\langle f_v,p\rangle$. The force-theorem error is
$$\bigl(\inf_K E_v-\inf_K E_0\bigr)-\bigl(B_v-B_0\bigr).$$

```lean
/-- The error of the force theorem: the change of the lowest total energy caused by `v`,
minus the change of the lowest band energy in the potential frozen at `p₀`. -/
def forceError (K : Set (n → ℝ)) (h : n → ℝ) (W : Matrix n n ℝ) (v p₀ : n → ℝ) : ℝ :=
  (lowest (totalEnergy h W v) K - lowest (totalEnergy h W 0) K) -
    (lowest (bandEnergy (h + W *ᵥ p₀ + v)) K - lowest (bandEnergy (h + W *ᵥ p₀)) K)
```

In Lean, `IsMinOn f K p` says that $f(p)\le f(q)$ for every $q\in K$, but not that $p$ itself lies in $K$. Membership is therefore always a separate hypothesis. When both hold, the infimum is the value at $p$:

```lean
variable {K : Set (n → ℝ)} {h v v' p₀ p₁ p₂ : n → ℝ} {W : Matrix n n ℝ}

omit [Fintype n] in
/-- A minimizing admissible density attains the lowest energy. -/
theorem lowest_eq {f : (n → ℝ) → ℝ} {p : n → ℝ} (hp : p ∈ K) (hmin : IsMinOn f K p) :
    lowest f K = f p := by
  apply IsLeast.csInf_eq
  refine ⟨Set.mem_image_of_mem f hp, ?_⟩
  rintro _ ⟨q, hq, rfl⟩
  exact isMinOn_iff.mp hmin q hq
```

The main hypotheses are taken up one at a time below, each with a small case in which it is missing; of these examples, only the one-site calculation at the end is part of the Lean code.

## Symmetry: the frozen potential is the derivative of the interaction energy

Physically, symmetry of $W$ says that site $i$ acts on site $j$ as $j$ acts on $i$. It makes $Wp_0$ the gradient of $I$ at $p_0$. By hand, put $d=p-p_0$. The two cross terms $\tfrac12\langle p_0,Wd\rangle$ and $\tfrac12\langle d,Wp_0\rangle$ are equal, so
$$I(p)=I(p_0)+\langle Wp_0,p-p_0\rangle+I(d)=\langle Wp_0,p\rangle-I(p_0)+I(d),$$
because $\langle Wp_0,p_0\rangle=2I(p_0)$. Adding $\langle h+v,p\rangle$ gives
$$E_v(p)=\langle f_v,p\rangle-I(p_0)+I(p-p_0).$$
This is the band energy, minus the double counting, plus the interaction energy of the density change. It holds for every $p$ and $p_0$, with no remainder.

```lean
/-- For a symmetric interaction, the total energy is the band energy in the potential frozen
at `p₀`, minus the double counting, plus the interaction energy of the density change. -/
theorem totalEnergy_expansion (hW : W.IsSymm) (h v p₀ p : n → ℝ) :
    totalEnergy h W v p = bandEnergy (h + W *ᵥ p₀ + v) p
      - interactionEnergy W p₀ + interactionEnergy W (p - p₀) := by
  have c : (W *ᵥ p₀) ⬝ᵥ p = p ⬝ᵥ W *ᵥ p₀ := dotProduct_comm _ _
  -- symmetry of the interaction merges the two cross terms
  have s : p₀ ⬝ᵥ W *ᵥ p = p ⬝ᵥ W *ᵥ p₀ := by
    rw [Matrix.dotProduct_mulVec, ← Matrix.mulVec_transpose, hW.eq]
    exact c
  simp only [totalEnergy, bandEnergy, interactionEnergy, Matrix.mulVec_sub,
    add_dotProduct, sub_dotProduct, dotProduct_sub]
  linarith
```

In the proof, `s` is the equality of the cross terms and the only place where symmetry enters. The `simp only` call expands the products, and `linarith` collects them. Mathlib's `PosSemidef` already contains symmetry for real matrices, which the next lemma extracts.

```lean
omit [Fintype n] in
private theorem symm_of_pos (hW : W.PosSemidef) : W.IsSymm := by
  have hs : Wᴴ = W := hW.1
  rw [Matrix.conjTranspose_eq_transpose_of_trivial] at hs
  exact hs
```

Without symmetry the upper bound can fail, even if $I(d)\ge0$ for all $d$. Take two sites with occupations in $[0,1]$, $W=\begin{pmatrix}0&2\\-2&0\end{pmatrix}$, $h=(-1,-1)$ and $p_0=(0,1)$. Then $I=0$ everywhere, and $p_0$ minimizes the band energy in its own potential $(1,-1)$. For $v=(3,0)$ the frozen potential becomes $(4,-1)$, so the minimizer is still $p_0$ and the band energy does not change. The lowest total energy rises from $-2$ to $-1$. The error is $1$, while the bound would be $0$.

## Positivity: the interaction energy of a density change is never negative

Positive semidefiniteness means $I(d)\ge0$ for every $d$, as for the classical Coulomb self-energy of a continuous charge density. Repulsion between different sites or spins is not enough. The collinear mean-field term $Un_\uparrow n_\downarrow$ with $U\neq0$ corresponds to a matrix with eigenvalues $\pm U$, so it is excluded. For $U>0$ the negative eigenvalue belongs to the spin polarization $n_\uparrow-n_\downarrow$, and this is the part of the term that favours a magnetic moment. Positivity is therefore a real restriction in magnetism.

By hand, positivity removes the last term of the expansion from below: for every $p\in K$,
$$E_v(p)\ge\langle f_v,p\rangle-I(p_0)\ge B_v-I(p_0).$$

```lean
private theorem interaction_nonneg (hW : W.PosSemidef) (d : n → ℝ) :
    0 ≤ interactionEnergy W d := by
  have hd := hW.dotProduct_mulVec_nonneg d
  rw [star_trivial] at hd
  unfold interactionEnergy
  linarith
```

The same inequality shows that $E_v$ is bounded below on $K$ once the frozen band energy has a minimizer. The lemma `lowest_le` needs this to conclude that the infimum lies below the energy of any trial density.

```lean
private theorem lowest_le (hW : W.PosSemidef)
    (hmin : IsMinOn (bandEnergy (h + W *ᵥ p₀ + v)) K p₁) {q : n → ℝ} (hq : q ∈ K) :
    lowest (totalEnergy h W v) K ≤ totalEnergy h W v q := by
  refine csInf_le ⟨bandEnergy (h + W *ᵥ p₀ + v) p₁ - interactionEnergy W p₀, ?_⟩
    (Set.mem_image_of_mem _ hq)
  rintro _ ⟨p, hp, rfl⟩
  have hb := isMinOn_iff.mp hmin p hp
  linarith [totalEnergy_expansion (symm_of_pos hW) h v p₀ p, interaction_nonneg hW (p - p₀)]
```

The argument uses $I(p-p_0)\ge0$ only for $p\in K$. If that fails, the lower bound can fail too. Take one site with $K=[0,1]$, $W=-1$, $h=1$, $p_0=0$ and $v=-\tfrac34$. The frozen potential goes from $1$ to $\tfrac14$, the site stays empty, and the band energy does not change. The total energy $\tfrac14p-\tfrac12p^2$ now has its minimum $-\tfrac14$ at $p=1$, whereas the unperturbed minimum was $0$. The error is $-\tfrac14$.

## The density $p_1$ really minimizes the frozen band energy

The density $p_1\in K$ is the output of the single extra diagonalisation: the lowest states in the potential $f_v$ are filled. Its existence is assumed. It is automatic if $K$ is compact and nonempty, since the band energy is continuous, but the theorems require neither compactness nor convexity.

By hand, $p_1$ has two roles. It gives $B_v=\langle f_v,p_1\rangle$, and it serves as a trial density for the total energy:
$$\inf_K E_v\le E_v(p_1)=B_v-I(p_0)+I(p_1-p_0).$$
Define $\Delta_v=\inf_K E_v-\bigl(B_v-I(p_0)\bigr)$. The two estimates together say
$$0\le\Delta_v\le I(p_1-p_0).$$

```lean
/-- For positive semidefinite `W` and any reference density `p₀`, the lowest total energy exceeds
the lowest frozen-potential band energy, less double counting, by between zero and the interaction
energy of `p₁ - p₀`, where `p₁` in `K` minimizes that band energy. -/
theorem lowest_totalEnergy_bounds (hW : W.PosSemidef) (hp₁ : p₁ ∈ K)
    (hmin : IsMinOn (bandEnergy (h + W *ᵥ p₀ + v)) K p₁) :
    0 ≤ lowest (totalEnergy h W v) K
        - (lowest (bandEnergy (h + W *ᵥ p₀ + v)) K - interactionEnergy W p₀) ∧
    lowest (totalEnergy h W v) K
        - (lowest (bandEnergy (h + W *ᵥ p₀ + v)) K - interactionEnergy W p₀)
      ≤ interactionEnergy W (p₁ - p₀) := by
  rw [lowest_eq hp₁ hmin]
  constructor
  · -- every admissible density obeys the lower bound
    have hl : bandEnergy (h + W *ᵥ p₀ + v) p₁ - interactionEnergy W p₀
        ≤ lowest (totalEnergy h W v) K := by
      refine le_csInf (Set.Nonempty.image _ ⟨p₁, hp₁⟩) ?_
      rintro _ ⟨p, hp, rfl⟩
      have hb := isMinOn_iff.mp hmin p hp
      linarith [totalEnergy_expansion (symm_of_pos hW) h v p₀ p,
        interaction_nonneg hW (p - p₀)]
    linarith
  · -- the frozen-potential density is a trial density
    linarith [lowest_le hW hmin hp₁, totalEnergy_expansion (symm_of_pos hW) h v p₀ p₁]
```

The proof first replaces $B_v$ by its value at $p_1$. The first branch applies `le_csInf` to the estimate valid for all admissible densities, and the second inserts $p_1$ into `lowest_le`. Nothing has been assumed about $p_0$ so far.

Admissibility of $p_1$ alone would not suffice for the upper bound. Choosing $p_1=p_0$ would make it zero, and the one-site example at the end has error $\tfrac12$.

## Self-consistency of the reference density

The hypotheses `hp₀` and `h₀` say that $p_0$ is admissible and minimizes the band energy in the potential $h+Wp_0$ that it generates itself. This is a converged self-consistent calculation in the unperturbed configuration.

By hand, the force-theorem error is $\Delta_v-\Delta_0$. For $v=0$ self-consistency allows the choice $p_1=p_0$, so $0\le\Delta_0\le I(0)=0$. Hence $\Delta_0=0$, which also means $\inf_K E_0=E_0(p_0)$, and the error is just $\Delta_v$.

```lean
private theorem forceError_eq (hW : W.PosSemidef) (hp₀ : p₀ ∈ K)
    (h₀ : IsMinOn (bandEnergy (h + W *ᵥ p₀)) K p₀) :
    forceError K h W v p₀ = lowest (totalEnergy h W v) K
      - (lowest (bandEnergy (h + W *ᵥ p₀ + v)) K - interactionEnergy W p₀) := by
  -- without perturbation the two bounds coincide
  have hb := lowest_totalEnergy_bounds (v := 0) hW hp₀ (by rwa [add_zero])
  have hz : interactionEnergy W (p₀ - p₀) = 0 := by simp [interactionEnergy]
  rw [add_zero, hz] at hb
  unfold forceError
  linarith [hb.1, hb.2]
```

The Lean proof does the same: `hb` is the pair of bounds at zero perturbation, and `hz` states that its upper end vanishes. The main theorem follows by rewriting the error as $\Delta_v$.

```lean
/-- **Force theorem with error bound.** Let `W` be positive semidefinite, let `p₀` in `K` minimize
the band energy in its own potential, and let `p₁` in `K` minimize it after `v` is added to the
frozen potential. The force-theorem error lies between zero and the interaction energy of
`p₁ - p₀`. -/
theorem force_theorem (hW : W.PosSemidef) (hp₀ : p₀ ∈ K)
    (h₀ : IsMinOn (bandEnergy (h + W *ᵥ p₀)) K p₀) (hp₁ : p₁ ∈ K)
    (h₁ : IsMinOn (bandEnergy (h + W *ᵥ p₀ + v)) K p₁) :
    0 ≤ forceError K h W v p₀ ∧
      forceError K h W v p₀ ≤ interactionEnergy W (p₁ - p₀) := by
  rw [forceError_eq hW hp₀ h₀]
  exact lowest_totalEnergy_bounds hW hp₁ h₁
```

In words: if $W$ is positive semidefinite, $p_0\in K$ is self-consistent, and $p_1\in K$ minimizes the band energy in the frozen potential with $v$ added, then the error lies between $0$ and $\tfrac12\langle p_1-p_0,W(p_1-p_0)\rangle$.

The force theorem is usually quoted as a first-order statement about small changes. Here the bound is quadratic in the density change, not in $v$: a small $v$ that moves a level across the Fermi energy can make $p_1-p_0$ large. Exchange-correlation functionals that are not quadratic lie beyond the model.

If $p_0$ is merely admissible, the lower bound can fail. Take one site with $K=[0,1]$, $W=1$, $h=1$, $p_0=1$ and $v=-3$. The lowest band energy goes from $0$ to $-1$ and the lowest total energy from $0$ to $-\tfrac32$, so the error is $-\tfrac12$.

## When the upper bound is reached

The only loss in the upper bound is the step $\inf_K E_v\le E_v(p_1)$. Under the hypotheses of the main theorem, the error therefore equals $I(p_1-p_0)$ exactly when $p_1$ also minimizes the perturbed total energy.

```lean
/-- Under the hypotheses of the force theorem, the upper error bound is attained exactly when
the frozen-potential density `p₁` also minimizes the perturbed total energy. -/
theorem forceError_eq_upper_iff (hW : W.PosSemidef) (hp₀ : p₀ ∈ K)
    (h₀ : IsMinOn (bandEnergy (h + W *ᵥ p₀)) K p₀) (hp₁ : p₁ ∈ K)
    (h₁ : IsMinOn (bandEnergy (h + W *ᵥ p₀ + v)) K p₁) :
    forceError K h W v p₀ = interactionEnergy W (p₁ - p₀) ↔
      IsMinOn (totalEnergy h W v) K p₁ := by
  have hx := totalEnergy_expansion (symm_of_pos hW) h v p₀ p₁
  rw [forceError_eq hW hp₀ h₀, lowest_eq hp₁ h₁]
  constructor
  · intro he
    refine isMinOn_iff.mpr fun q hq => ?_
    linarith [lowest_le hW h₁ hq]
  · intro hm
    linarith [lowest_eq hp₁ hm]
```

Here `hx` is the expansion at $p_1$. In one direction equality makes $E_v(p_1)$ the infimum, so it lies below every $E_v(q)$ with $q\in K$. In the other, `lowest_eq` turns the infimum into $E_v(p_1)$.

## Two configurations without a self-consistent reference

Self-consistency is not needed when two perturbed configurations $v$ and $v'$ are compared in one common frozen potential. Let $p_1$ and $p_2$ in $K$ minimize the respective frozen band energies. The double counting $I(p_0)$ cancels, and the difference between the total-energy and band-energy differences is $\Delta_v-\Delta_{v'}$. Since $0\le\Delta_v\le I(p_1-p_0)$ and $0\le\Delta_{v'}\le I(p_2-p_0)$, its absolute value is at most the larger of the two upper bounds.

```lean
/-- For two perturbations `v` and `v'`, positive semidefinite `W` and any common reference density
`p₀`, the total-energy difference equals the frozen band-energy difference up to the larger
interaction energy of the density changes `p₁ - p₀` and `p₂ - p₀`, where `p₁` and `p₂` in `K`
minimize the two frozen band energies. -/
theorem configuration_difference (hW : W.PosSemidef) (hp₁ : p₁ ∈ K) (hp₂ : p₂ ∈ K)
    (h₁ : IsMinOn (bandEnergy (h + W *ᵥ p₀ + v)) K p₁)
    (h₂ : IsMinOn (bandEnergy (h + W *ᵥ p₀ + v')) K p₂) :
    |(lowest (totalEnergy h W v) K - lowest (totalEnergy h W v') K) -
      (lowest (bandEnergy (h + W *ᵥ p₀ + v)) K - lowest (bandEnergy (h + W *ᵥ p₀ + v')) K)|
      ≤ max (interactionEnergy W (p₁ - p₀)) (interactionEnergy W (p₂ - p₀)) := by
  obtain ⟨a₁, b₁⟩ := lowest_totalEnergy_bounds hW hp₁ h₁
  obtain ⟨a₂, b₂⟩ := lowest_totalEnergy_bounds hW hp₂ h₂
  have m₁ := le_max_left (interactionEnergy W (p₁ - p₀)) (interactionEnergy W (p₂ - p₀))
  have m₂ := le_max_right (interactionEnergy W (p₁ - p₀)) (interactionEnergy W (p₂ - p₀))
  -- the double counting is common to both configurations and cancels
  rw [abs_le]
  constructor <;> linarith
```

The reference $p_0$ may be any vector, even an inadmissible one. Within this model, two configurations described by the one-particle terms $v$ and $v'$ can thus be compared using a potential converged for neither of them, with an error bound computed from $W$, $p_0$ and the two output densities. The total energies compared are infima over all of $K$; the theorem does not itself hold a magnetization direction fixed.

## One site that reaches the bound

Take one site with occupation in $[0,1]$, $h=1$, $W=1$ and $v=-3$. The empty site $p_0=0$ is self-consistent, because its potential is $1$. The perturbed frozen potential is $-2$, so $p_1=1$ and the band energy changes by $-2$. The total energy $-2p+\tfrac12p^2$ decreases on $[0,1]$ and reaches $-\tfrac32$ at $p=1$, while the unperturbed minimum is $0$. The error is $-\tfrac32+2=\tfrac12=I(1)$.

```lean
/-- One site with occupation between 0 and 1, level 1, unit interaction and perturbation -3:
the force-theorem error about the empty site is 1/2. -/
theorem one_site_error :
    forceError (Set.Icc (0 : Fin 1 → ℝ) 1) 1 1 (fun _ => -3) 0 = 1 / 2 := by
  have h₀ : IsMinOn (bandEnergy ((1 : Fin 1 → ℝ) + (1 : Matrix (Fin 1) (Fin 1) ℝ) *ᵥ 0))
      (Set.Icc 0 1) 0 := by
    refine isMinOn_iff.mpr fun p hp => ?_
    have hl : 0 ≤ p 0 := hp.1 0
    simpa [bandEnergy, dotProduct] using hl
  have h₁ : IsMinOn (bandEnergy ((1 : Fin 1 → ℝ) + (1 : Matrix (Fin 1) (Fin 1) ℝ) *ᵥ 0
      + fun _ => -3)) (Set.Icc 0 1) 1 := by
    refine isMinOn_iff.mpr fun p hp => ?_
    have hu : p 0 ≤ 1 := hp.2 0
    norm_num [bandEnergy, dotProduct]
    linarith
  have hm : IsMinOn (totalEnergy (1 : Fin 1 → ℝ) 1 (fun _ => -3)) (Set.Icc 0 1) 1 := by
    refine isMinOn_iff.mpr fun p hp => ?_
    have hu : p 0 ≤ 1 := hp.2 0
    norm_num [totalEnergy, interactionEnergy, dotProduct]
    nlinarith
  rw [(forceError_eq_upper_iff Matrix.PosSemidef.one (by simp) h₀ (by simp) h₁).mpr hm]
  norm_num [interactionEnergy, dotProduct]

end

end MagneticForceTheorem
```

The proof establishes the three minimizations `h₀`, `h₁` and `hm`, then uses the equality criterion to replace the error by $I(p_1-p_0)$.

```lean
#print axioms MagneticForceTheorem.force_theorem
#print axioms MagneticForceTheorem.configuration_difference
#print axioms MagneticForceTheorem.one_site_error
```

```
'MagneticForceTheorem.force_theorem' depends on axioms: [propext, Classical.choice, Quot.sound]
'MagneticForceTheorem.configuration_difference' depends on axioms: [propext, Classical.choice, Quot.sound]
'MagneticForceTheorem.one_site_error' depends on axioms: [propext, Classical.choice, Quot.sound]
```
